# One electron hopping between two sites: density inversion has a unique maximizer $(v,-v)$ if both sites are occupied, and none if one is empty

A density inversion run without knowing whether its maximum exists can return a potential that reflects only the stopping rule. Take one electron on two sites with hopping $t=1$, and ask for the potential $(v,-v)$ whose ground state puts the electron entirely on the first site. At $v=-50$ the objective is about $-0.01$ and its slope about $-0.0002$. An optimizer may well stop there, but a tighter tolerance would send it further out, and no finite $v$ is the answer.

For $t>0$ and a target occupation $n$ of the first site, the objective is
$$G(v)=-\sqrt{t^2+v^2}-v(2n-1).$$
If $0<n<1$, it has one maximizer, $v_*=t(1-2n)/(2\sqrt{n(1-n)})$. If $n$ is 0 or 1, its supremum is 0 and is not attained.

## The Hamiltonian and the target density

In Lean 4 with Mathlib:

```lean
import Mathlib

open Matrix

namespace TwoSiteDensityInversion

noncomputable section
```

The sites are numbered 0 and 1, as in `Fin 2`, and carry the potentials $v$ and $-v$. This choice fixes the additive constant of the potential. The hopping enters the matrix as $-t$.

```lean
/-- The one-electron Hamiltonian of two sites with hopping `t` and site potentials `v` and `-v`. -/
def hamiltonian (t v : ℝ) : Matrix (Fin 2) (Fin 2) ℝ := !![v, -t; -t, -v]
```

For real amplitudes $\psi_0,\psi_1$ the energy is the quadratic form $v\psi_0^2-v\psi_1^2-2t\psi_0\psi_1$. It is not divided by the norm, so normalization appears as a hypothesis wherever it is needed.

```lean
/-- The energy expectation value of a state with real site amplitudes `ψ`, taken as normalized. -/
def energy (t v : ℝ) (ψ : Fin 2 → ℝ) : ℝ := ψ ⬝ᵥ (hamiltonian t v *ᵥ ψ)
```

Write $E=-\sqrt{t^2+v^2}$ for `groundEnergy t v`. That this is the lowest energy is proved further down.

```lean
/-- The closed form of the ground-state energy. -/
def groundEnergy (t v : ℝ) : ℝ := -√(t ^ 2 + v ^ 2)
```

The target density is $(n,1-n)$, with potential energy $vn-v(1-n)=v(2n-1)$. Subtracting this from $E$ gives $G(v)$, which is `objective t n v`.

```lean
/-- The inversion objective: the ground-state energy minus the potential energy of the target
density, which has occupations `n` and `1 - n`. -/
def objective (t n v : ℝ) : ℝ := groundEnergy t v - (v * n + (-v) * (1 - n))
```

The candidate maximizer $v_*$ is `invertedPotential t n`.

```lean
/-- The potential that inverts the target occupation `n`, for `t > 0` and `0 < n < 1`. -/
def invertedPotential (t n : ℝ) : ℝ := t * (1 - 2 * n) / (2 * √(n * (1 - n)))
```

The model has no electron-electron interaction, and its states are real.

## Positive hopping, $t>0$

Physically, the electron can move between the sites, and the sign makes the ground-state amplitudes equal in sign. The derivation uses $t>0$ first to place the ground energy. By definition,

```lean
/-- The square of the ground-state energy is `t² + v²`. -/
theorem groundEnergy_sq (t v : ℝ) : groundEnergy t v ^ 2 = t ^ 2 + v ^ 2 := by
  rw [groundEnergy, neg_sq, Real.sq_sqrt (by positivity)]
```

and since $t^2+v^2$ exceeds both 0 and $v^2$, its root exceeds both 0 and $-v$. Hence $E<0$ and $E<v$.

```lean
/-- For positive hopping the ground-state energy is negative and lies below the potential `v`. -/
theorem groundEnergy_lt {t : ℝ} (ht : 0 < t) (v : ℝ) :
    groundEnergy t v < 0 ∧ groundEnergy t v < v := by
  have h1 : 0 < √(t ^ 2 + v ^ 2) := Real.sqrt_pos.2 (by positivity)
  have h2 : -v < √(t ^ 2 + v ^ 2) :=
    Real.lt_sqrt_of_sq_lt (by nlinarith [pow_pos ht 2])
  unfold groundEnergy
  constructor <;> linarith
```

Allowing $t=0$ would break the endpoint result: for $n=1$ the objective is then $-|v|-v$, which equals its supremum 0 at every $v\le 0$. Allowing $t<0$ would break the interior result, because the stated maximum $-2t\sqrt{n(1-n)}$ would be positive while $G$ never is.

## Normalized amplitudes, $\psi_0^2+\psi_1^2=1$

There is exactly one electron. By hand, this condition lets $E$ be written as $E(\psi_0^2+\psi_1^2)$. Since $t^2=E^2-v^2=-(v-E)(v+E)$,
$$\big((v-E)\psi_0-t\psi_1\big)^2=(v-E)\big[(v-E)\psi_0^2-2t\psi_0\psi_1-(v+E)\psi_1^2\big],$$
and the bracket is the energy of $\psi$ minus $E$. In the proof, `he` expands the matrix product, and `linear_combination` adds the right multiples of the normalization `hψ` and of $E^2=t^2+v^2$.

```lean
/-- For a normalized state, the energy above the ground state, multiplied by `v` minus the
ground-state energy, is a perfect square. -/
theorem energy_gap (t v : ℝ) (ψ : Fin 2 → ℝ) (hψ : ψ 0 ^ 2 + ψ 1 ^ 2 = 1) :
    (v - groundEnergy t v) * (energy t v ψ - groundEnergy t v)
      = ((v - groundEnergy t v) * ψ 0 - t * ψ 1) ^ 2 := by
  have he : energy t v ψ = v * ψ 0 ^ 2 - v * ψ 1 ^ 2 - 2 * t * ψ 0 * ψ 1 := by
    simp [energy, hamiltonian, Matrix.mulVec, dotProduct, Fin.sum_univ_two]
    ring
  rw [he]
  linear_combination (v - groundEnergy t v) * groundEnergy t v * hψ
    + ψ 1 ^ 2 * groundEnergy_sq t v
```

Because $v-E>0$, no normalized state lies below $E$. The square vanishes for
$$\psi=\frac{(t,\;v-E)}{\sqrt{t^2+(v-E)^2}},$$
so $E$ is reached. `IsLeast` states both facts: $E$ belongs to the set of energies of normalized real states, and it is a lower bound of that set. The first bullet of the proof builds this state, with `N` as the normalizing denominator; the second contradicts a lower energy by the sign of the square.

```lean
/-- Variational principle: for positive hopping, `-√(t² + v²)` is the least energy among
normalized states with real amplitudes. -/
theorem groundEnergy_isLeast {t : ℝ} (ht : 0 < t) (v : ℝ) :
    IsLeast {E | ∃ ψ : Fin 2 → ℝ, ψ 0 ^ 2 + ψ 1 ^ 2 = 1 ∧ energy t v ψ = E}
      (groundEnergy t v) := by
  have hp : 0 < v - groundEnergy t v := sub_pos.2 (groundEnergy_lt ht v).2
  constructor
  · -- the state that makes the perfect square vanish
    obtain ⟨N, hN⟩ : ∃ N : ℝ, N ^ 2 = t ^ 2 + (v - groundEnergy t v) ^ 2 :=
      ⟨√(t ^ 2 + (v - groundEnergy t v) ^ 2), Real.sq_sqrt (by positivity)⟩
    have hne : t ^ 2 + (v - groundEnergy t v) ^ 2 ≠ 0 := by positivity
    have hnorm : (t / N) ^ 2 + ((v - groundEnergy t v) / N) ^ 2 = 1 := by
      rw [div_pow, div_pow, ← add_div, hN, div_self hne]
    refine ⟨![t / N, (v - groundEnergy t v) / N], hnorm, ?_⟩
    have hg := energy_gap t v ![t / N, (v - groundEnergy t v) / N] hnorm
    have hz : (v - groundEnergy t v) * (t / N) - t * ((v - groundEnergy t v) / N) = 0 := by
      ring
    change _ = ((v - groundEnergy t v) * (t / N)
      - t * ((v - groundEnergy t v) / N)) ^ 2 at hg
    rw [hz, zero_pow two_ne_zero] at hg
    exact sub_eq_zero.1 ((mul_eq_zero.1 hg).resolve_left hp.ne')
  · rintro E ⟨ψ, hψ, rfl⟩
    by_contra h
    have h1 := mul_neg_of_pos_of_neg hp (sub_neg.2 (not_le.1 h))
    rw [energy_gap t v ψ hψ] at h1
    exact absurd h1 (not_lt_of_ge (sq_nonneg _))
```

Without normalization, doubling the amplitudes of a ground state gives $4E<E$, and there is no least energy.

## A target occupation with $0\le n\le 1$

Both target occupations are non-negative. The derivation needs this for $s=\sqrt{n(1-n)}$ to satisfy $s^2=n(1-n)$, and therefore $4s^2+(1-2n)^2=1$. Set
$$X=2ts+v(1-2n),\qquad Y=2vs-t(1-2n).$$
The cross terms cancel in the sum of squares:
$$X^2+Y^2=(t^2+v^2)\big(4s^2+(1-2n)^2\big)=E^2.$$
So $X\le -E$, which rearranges to $G(v)=E+v(1-2n)\le -2ts$.

Equality means $X=-E$, which forces $Y=0$. Conversely, if $Y=0$ then $X=\pm E$, and
$$tX=2t^2s+v\,t(1-2n)=2s(t^2+v^2)\ge 0$$
selects $X=-E$. Equality therefore holds exactly when $2vs=t(1-2n)$.

In the proof, `hs` is where the range of $n$ enters. The two `generalize` lines replace the roots by letters, leaving their squares and signs as facts. The identity `key` is $(X+E)(X-E)=-Y^2$, and the three bullets are the bound and the two directions of the equality condition.

```lean
/-- For positive hopping and `0 ≤ n ≤ 1`, the objective never exceeds `-2t√(n(1-n))`, and it
reaches this value exactly when `2v√(n(1-n)) = t(1-2n)`. -/
theorem objective_bound {t n : ℝ} (ht : 0 < t) (h0 : 0 ≤ n) (h1 : n ≤ 1) (v : ℝ) :
    objective t n v ≤ -(2 * t * √(n * (1 - n))) ∧
      (objective t n v = -(2 * t * √(n * (1 - n))) ↔
        2 * v * √(n * (1 - n)) = t * (1 - 2 * n)) := by
  have hs : √(n * (1 - n)) ^ 2 = n * (1 - n) :=
    Real.sq_sqrt (mul_nonneg h0 (sub_nonneg.2 h1))
  have hs0 : 0 ≤ √(n * (1 - n)) := Real.sqrt_nonneg _
  have hE := groundEnergy_sq t v
  have hE0 := (groundEnergy_lt ht v).1
  unfold objective
  generalize √(n * (1 - n)) = s at *
  generalize groundEnergy t v = E at *
  -- a rotation of the vector (t, v) preserves its length
  have key : (2 * t * s + v * (1 - 2 * n) + E) * (2 * t * s + v * (1 - 2 * n) - E)
      = -(2 * v * s - t * (1 - 2 * n)) ^ 2 := by
    linear_combination 4 * (t ^ 2 + v ^ 2) * hs - hE
  refine ⟨?_, ?_, ?_⟩
  · by_contra h
    have ha : 0 < 2 * t * s + v * (1 - 2 * n) + E := by linarith [not_le.1 h]
    have hb : 0 < 2 * t * s + v * (1 - 2 * n) - E := by linarith
    linarith [mul_pos ha hb, sq_nonneg (2 * v * s - t * (1 - 2 * n))]
  · intro h
    have ha : 2 * t * s + v * (1 - 2 * n) + E = 0 := by linarith
    rw [ha, zero_mul] at key
    exact sub_eq_zero.1 (pow_eq_zero_iff two_ne_zero |>.1 (neg_eq_zero.1 key.symm))
  · intro h
    have hx : 0 ≤ 2 * t * s + v * (1 - 2 * n) := by
      by_contra hc
      have h2 := mul_neg_of_pos_of_neg ht (not_le.1 hc)
      have h3 : 0 ≤ 2 * s * (t ^ 2 + v ^ 2) := by positivity
      have h4 : t * (2 * t * s + v * (1 - 2 * n)) = 2 * s * (t ^ 2 + v ^ 2) := by
        linear_combination -v * h
      linarith
    rw [sub_eq_zero.2 h, zero_pow two_ne_zero, neg_zero] at key
    have hb : 2 * t * s + v * (1 - 2 * n) - E ≠ 0 := by linarith
    linarith [(mul_eq_zero.1 key).resolve_right hb]
```

For $n$ outside $[0,1]$ we have $|1-2n|>1$, so the linear term outgrows the root and $G$ is unbounded above.

## Both sites partly occupied, $0<n<1$

Now $s>0$, and the equality condition can be divided by $2s$. It has the single solution $v_*=t(1-2n)/(2s)$, where $G(v_*)=-2ts$. Every other $v$ gives a strictly smaller value.

The theorem states the maximum value and the strict inequality for all $v\ne v_*$, which together give existence and uniqueness. The proof checks the equality condition at $v_*$ with `field_simp`; for any other $v$, `eq_div_iff` turns equality of the objectives into $v=v_*$, a contradiction.

```lean
/-- For positive hopping and `0 < n < 1`, the inverted potential gives the objective the value
`-2t√(n(1-n))`, and every other potential gives a strictly smaller value. -/
theorem invertedPotential_unique_max {t n : ℝ} (ht : 0 < t) (h0 : 0 < n) (h1 : n < 1) :
    objective t n (invertedPotential t n) = -(2 * t * √(n * (1 - n))) ∧
      ∀ v, v ≠ invertedPotential t n →
        objective t n v < objective t n (invertedPotential t n) := by
  have hs : 0 < √(n * (1 - n)) := Real.sqrt_pos.2 (mul_pos h0 (sub_pos.2 h1))
  have hmax : objective t n (invertedPotential t n) = -(2 * t * √(n * (1 - n))) := by
    refine (objective_bound ht h0.le h1.le _).2.2 ?_
    unfold invertedPotential
    field_simp
  refine ⟨hmax, fun v hv => ?_⟩
  rw [hmax]
  refine lt_of_le_of_ne (objective_bound ht h0.le h1.le v).1 fun h => hv ?_
  have h2 := (objective_bound ht h0.le h1.le v).2.1 h
  rw [invertedPotential, eq_div_iff (by positivity)]
  linarith
```

With $t=1$ and $n=0.8$, for example, $s=0.4$, $v_*=-0.75$ and $G(v_*)=-0.8$. A gradient ascent uses $G'(v)=2(n_v-n)$, where $n_v$ is the ground-state occupation of site 0 at potential $v$. Starting from $v=0$, where $n_v=0.5$, the slope is $-0.6$, and the first step makes site 0 more attractive. For $n=0.9999$ the maximizer is already near $-50$.

## A state at the ground energy

A maximizer is useful as an inversion only if its ground state has the target density. The hypothesis `hg` says that the normalized state $\psi$ has energy $E$ at $v=v_*$. The square above then vanishes, so $(v-E)\psi_0=t\psi_1$. From $G(v_*)=-2ts$ we get $v-E=2v(1-n)+2ts$, and with $2vs=t(1-2n)$,
$$s(v-E)=t(1-2n)(1-n)+2tn(1-n)=t(1-n).$$
Multiplying the amplitude relation by $s$ and cancelling $t$ gives $(1-n)\psi_0=s\psi_1$. Squaring and cancelling $1-n$ gives $(1-n)\psi_0^2=n\psi_1^2$, and normalization yields $\psi_0^2=n$ and $\psi_1^2=1-n$.

In the proof, `h3` is twice the displayed relation, `h4` is the amplitude ratio, and `h5` combines its square with normalization. The factor cancelled at the end is positive because $t>0$ and $n<1$.

```lean
/-- For positive hopping and `0 < n < 1`, every normalized real ground state in the inverted
potential has the target occupations `n` and `1 - n`. -/
theorem invertedPotential_density {t n : ℝ} (ht : 0 < t) (h0 : 0 < n) (h1 : n < 1)
    (ψ : Fin 2 → ℝ) (hψ : ψ 0 ^ 2 + ψ 1 ^ 2 = 1)
    (hg : energy t (invertedPotential t n) ψ = groundEnergy t (invertedPotential t n)) :
    ψ 0 ^ 2 = n ∧ ψ 1 ^ 2 = 1 - n := by
  have hn : 0 < 1 - n := sub_pos.2 h1
  have hs : √(n * (1 - n)) ^ 2 = n * (1 - n) := Real.sq_sqrt (by positivity)
  have hmax := (invertedPotential_unique_max ht h0 h1).1
  have hv := (objective_bound ht h0.le h1.le _).2.1 hmax
  have hgap := energy_gap t (invertedPotential t n) ψ hψ
  rw [hg, sub_self, mul_zero] at hgap
  have h2 := pow_eq_zero_iff two_ne_zero |>.1 hgap.symm
  unfold objective at hmax
  generalize √(n * (1 - n)) = s at *
  generalize groundEnergy t (invertedPotential t n) = E at *
  generalize invertedPotential t n = v at *
  have h3 : 2 * s * (v - E) = 2 * t * (1 - n) := by
    linear_combination (2 - 2 * n) * hv - 2 * s * hmax + 4 * t * hs
  -- the amplitudes are in the ratio fixed by the target density
  have h4 : 2 * t * (1 - n) * ψ 0 = 2 * s * t * ψ 1 := by
    linear_combination 2 * s * h2 - ψ 0 * h3
  have h5 : 4 * t ^ 2 * (1 - n) * (ψ 0 ^ 2 - n) = 0 := by
    linear_combination (2 * t * (1 - n) * ψ 0 + 2 * s * t * ψ 1) * h4
      + 4 * t ^ 2 * ψ 1 ^ 2 * hs + 4 * t ^ 2 * n * (1 - n) * hψ
  have h6 : ψ 0 ^ 2 - n = 0 := (mul_eq_zero.1 h5).resolve_left (by positivity)
  constructor <;> linarith
```

Without `hg` the conclusion fails for the normalized state $(1,0)$, whose occupation of site 0 is 1 and not $n$.

## The electron entirely on one site, $n=0$ or $n=1$

Here $s=0$, so the bound reads $G(v)\le 0$, and equality would require $0=t(1-2n)=\pm t$, which is impossible. To approach 0, attract the electron to the site that should hold it: put $v=(1-2n)w$ with $w>0$. Then
$$G(v)=w-\sqrt{t^2+w^2}=-\frac{t^2}{w+\sqrt{t^2+w^2}}>-\frac{t^2}{2w},$$
which tends to 0 as $w$ grows.

`IsLUB (Set.range (objective t n)) 0` says that 0 is the supremum over all real $v$, and the second half says that no $v$ gives 0. The proof assumes an upper bound $b<0$ and takes $w=t^2/(-b)$. The objective at this potential then exceeds $b$, and the proof obtains the contradiction by comparing squares.

```lean
/-- For positive hopping and a target density with the electron entirely on one site, the
supremum of the objective is zero and no potential attains it. -/
theorem endpoint_not_attained {t n : ℝ} (ht : 0 < t) (hn : n = 0 ∨ n = 1) :
    IsLUB (Set.range (objective t n)) 0 ∧ ∀ v, objective t n v ≠ 0 := by
  have h0 : 0 ≤ n := by rcases hn with h | h <;> norm_num [h]
  have h1 : n ≤ 1 := by rcases hn with h | h <;> norm_num [h]
  have hz : n * (1 - n) = 0 := by rcases hn with h | h <;> norm_num [h]
  have hb := objective_bound ht h0 h1
  simp only [hz, Real.sqrt_zero, mul_zero, neg_zero] at hb
  refine ⟨⟨?_, ?_⟩, ?_⟩
  · rintro _ ⟨v, rfl⟩
    exact (hb v).1
  · intro b hub
    by_contra hneg
    have hc : 0 < -b := neg_pos.2 (not_le.1 hneg)
    -- choose w so that the objective at the potential (1 - 2n)w exceeds b
    obtain ⟨w, hw, hwc⟩ : ∃ w : ℝ, 0 < w ∧ w * (-b) = t ^ 2 :=
      ⟨t ^ 2 / (-b), by positivity, div_mul_cancel₀ _ hc.ne'⟩
    have hle : objective t n ((1 - 2 * n) * w) ≤ b := hub ⟨_, rfl⟩
    have hE := groundEnergy_sq t ((1 - 2 * n) * w)
    unfold objective at hle
    generalize groundEnergy t ((1 - 2 * n) * w) = E at *
    have hE2 : E ^ 2 = t ^ 2 + w ^ 2 := by
      linear_combination hE - 4 * w ^ 2 * hz
    have hle2 : E + w ≤ b := by
      have he : E - ((1 - 2 * n) * w * n + -((1 - 2 * n) * w) * (1 - n)) = E + w := by
        linear_combination -4 * w * hz
      linarith
    have h2 : 0 ≤ (-E - (w - b)) * (-E + (w - b)) :=
      mul_nonneg (by linarith) (by linarith)
    nlinarith [pow_pos ht 2, pow_pos hc 2]
  · intro v hv
    have h2 := (hb v).2.1 hv
    have h3 : 1 - 2 * n ≠ 0 := by rcases hn with h | h <;> norm_num [h]
    exact mul_ne_zero ht.ne' h3 h2.symm

end

end TwoSiteDensityInversion
```

```lean
#print axioms TwoSiteDensityInversion.groundEnergy_isLeast
#print axioms TwoSiteDensityInversion.invertedPotential_density
#print axioms TwoSiteDensityInversion.endpoint_not_attained
```

```
'TwoSiteDensityInversion.groundEnergy_isLeast' depends on axioms: [propext, Classical.choice, Quot.sound]
'TwoSiteDensityInversion.invertedPotential_density' depends on axioms: [propext, Classical.choice, Quot.sound]
'TwoSiteDensityInversion.endpoint_not_attained' depends on axioms: [propext, Classical.choice, Quot.sound]
```

## The same inequality at fixed potential

The bound can also be read with $v$ held fixed and $n$ varied:
$$-2t\sqrt{n(1-n)}+v(2n-1)\ge E.$$
Equality occurs at $n=\tfrac12(1+v/E)$, a short check that the code does not contain. The ground energy is then a minimum over densities, with $-2t\sqrt{n(1-n)}$ as the hopping-energy functional. For this non-interacting two-site model, that is the density-functional form of the energy, and maximizing $G$ is the small analogue of finding a Kohn–Sham potential from a given density.
